# For two two-level fragments with excitation energy w > 0 and coupling g, the RPA energy is too low by 3g⁴/(4w³) to leading order

By the RPA energy of two coupled two-level fragments I mean the plasmon formula: half of the difference between the sum of the two positive RPA frequencies and the trace of the matrix A. Here A has the excitation energy w on its diagonal and the coupling g off it, while B contains only the coupling. The exact Hamiltonian, on the states 00, 01, 10, 11, has diagonal 0, w, w, 2w and couples 00 with 11 and 01 with 10, both through g. I believe that RPA gets the g² term right and first errs at g⁴, with exact minus RPA close to 3g⁴/(4w³). Can this be made rigorous and machine-checked, including the claims that the exact energy is the lowest eigenvalue and that the frequencies solve the RPA equations?

## The g² terms cancel, and the g⁴ term has a definite sign

Yes. The exact problem splits into two blocks. The states 01 and 10 give the eigenvalues w ± g. The states 00 and 11 give μ(μ − 2w) = g², so μ = w ± √(w² + g²). Since √(w² + g²) > |g|, the lowest eigenvalue is

E = w − √(w² + g²).

The RPA equations are

AX + BY = ΩX, BX + AY = −ΩY.

Let p = X₀ + X₁ and r = Y₀ + Y₁. Adding the two components of each equation gives

(w + g)p + gr = Ωp, gp + (w + g)r = −Ωr.

The sum and the difference of these are

(w + 2g)(p + r) = Ω(p − r), w(p − r) = Ω(p + r).

Hence Ω² = w² + 2wg, unless p = r = 0. The out-of-phase combinations X₀ − X₁ and Y₀ − Y₁ obey the same equations with −g for g, which gives Ω² = w² − 2wg. For 2|g| < w both squares are positive. Write

s = √(w² + 2wg), t = √(w² − 2wg), q = √(w² + g²).

As the trace of A is 2w, the RPA energy is R = (s + t)/2 − w, and

E − R = (w − (s + t)/2) − (q − w).

Set P = st + w², S = (s + t)/2 + w and Q = w + q. From q² − w² = g² it follows that

q − w = g²/Q.

Next, w² − ((s + t)/2)² = (w² − st)/2, and (w² − st)P = w⁴ − s²t² = 4w²g². Therefore

w − (s + t)/2 = 2w²g²/(PS).

Both differences start as g²/(2w), so the second order cancels. Over a common denominator,

E − R = g²(2w²Q − PS)/(PSQ).

The bracket can be rewritten as

2w²Q − PS = 2w²(q − w) + 2w²(w − (s + t)/2) + S(w² − st).

Each term on the right contains another g², by the identities above. So E − R = g⁴C, with

C = w²(2/Q + 4w²/(PS) + 4S/P)/(PSQ).

C is positive, and it is continuous in g. At g = 0 we have P = 2w² and S = Q = 2w, so

C = w²(1/w + 1/w + 4/w)/(8w⁴) = 3/(4w³).

In this model, with one excitation per fragment and a single coupling, RPA thus reproduces the second-order dispersion energy and overbinds from fourth order on.

### What the theorems say

`exactEnergy_isLeast` says that, for w > 0 and every real g, `exactEnergy w g` is the least real μ for which `hamiltonian w g` has a nonzero real eigenvector. Components 0 to 3 of the vector are the amplitudes of 00, 01, 10 and 11. The uncoupled ground state has energy zero, so E is the interaction energy.

`IsRPAFrequency` states the RPA equations for a positive Ω and a pair X, Y that is not entirely zero. `isRPAFrequency_iff` identifies its solutions as exactly s and t when 2|g| < w. The inequality is strict because at 2|g| = w the lower root is zero, hence not a positive frequency. At g = 0 the two roots coincide, and `rpaEnergy` counts the common value twice, once for each mode.

`rpa_error_fourth_order` is the limit; `𝓝[≠] 0` means that g approaches zero through nonzero values. `rpa_overbinds` is not asymptotic: it gives R < E for every nonzero g with 2|g| ≤ w.

The plasmon formula enters as a definition and is not derived from the adiabatic-connection integral. The matrices A and B are also posited, with coupling between the fragments only and no exchange terms. Larger fragments and further excitations are not covered.

```lean
import Mathlib

open Matrix Filter Topology

namespace TwoFragmentRPA

noncomputable section

/-- Hamiltonian of two two-level fragments with excitation energy `w` and coupling `g`,
in the basis 00, 01, 10, 11. -/
def hamiltonian (w g : ℝ) : Matrix (Fin 4) (Fin 4) ℝ :=
  !![0, 0, 0, g; 0, w, g, 0; 0, g, w, 0; g, 0, 0, 2 * w]

/-- The closed form `w - √(w² + g²)` of the exact interaction energy. -/
def exactEnergy (w g : ℝ) : ℝ := w - √(w ^ 2 + g ^ 2)

/-- The RPA matrix `A`: excitation energies on the diagonal, coupling between fragments. -/
def rpaA (w g : ℝ) : Matrix (Fin 2) (Fin 2) ℝ := !![w, g; g, w]

/-- The RPA matrix `B`, which couples excitations to de-excitations. -/
def rpaB (g : ℝ) : Matrix (Fin 2) (Fin 2) ℝ := !![0, g; g, 0]

/-- `Ω` is a positive frequency of the RPA equations `A X + B Y = Ω X`, `B X + A Y = -Ω Y`. -/
def IsRPAFrequency (w g Ω : ℝ) : Prop :=
  0 < Ω ∧ ∃ X Y : Fin 2 → ℝ, (X ≠ 0 ∨ Y ≠ 0) ∧
    rpaA w g *ᵥ X + rpaB g *ᵥ Y = Ω • X ∧ rpaB g *ᵥ X + rpaA w g *ᵥ Y = -(Ω • Y)

/-- RPA correlation energy from the plasmon formula: half of the difference between the sum of the
two square roots, which are the RPA frequencies when `0 < w` and `2|g| < w`, and the trace of `A`.
-/
def rpaEnergy (w g : ℝ) : ℝ :=
  (√(w ^ 2 + 2 * w * g) + √(w ^ 2 - 2 * w * g) - (rpaA w g).trace) / 2

/-- Coefficient of `g⁴` in the RPA error, written with the RPA frequencies `s`, `t`
and the root `q = √(w² + g²)`. -/
def errorCoeff (w s t q : ℝ) : ℝ :=
  w ^ 2 * (2 / (w + q) + 4 * w ^ 2 / ((s * t + w ^ 2) * ((s + t) / 2 + w))
    + 4 * ((s + t) / 2 + w) / (s * t + w ^ 2))
    / ((s * t + w ^ 2) * ((s + t) / 2 + w) * (w + q))

/-- The lowest eigenvalue of the two-fragment Hamiltonian is `w - √(w² + g²)`. -/
theorem exactEnergy_isLeast {w : ℝ} (hw : 0 < w) (g : ℝ) :
    IsLeast {μ : ℝ | ∃ v : Fin 4 → ℝ, v ≠ 0 ∧ hamiltonian w g *ᵥ v = μ • v}
      (exactEnergy w g) := by
  have hq : √(w ^ 2 + g ^ 2) ^ 2 = w ^ 2 + g ^ 2 := Real.sq_sqrt (by positivity)
  have hq0 : 0 ≤ √(w ^ 2 + g ^ 2) := Real.sqrt_nonneg _
  constructor
  · -- an explicit eigenvector mixing 00 and 11
    have hE : exactEnergy w g * (exactEnergy w g - 2 * w) = g ^ 2 := by
      unfold exactEnergy
      linear_combination hq
    have hneg : exactEnergy w g - 2 * w < 0 := by
      unfold exactEnergy
      linarith
    refine ⟨![exactEnergy w g - 2 * w, 0, 0, g], ?_, ?_⟩
    · intro h
      have h0 : exactEnergy w g - 2 * w = 0 := congrFun h 0
      linarith
    · ext i
      fin_cases i <;>
        simp [hamiltonian, Matrix.mulVec, dotProduct, Fin.sum_univ_four] <;>
        first | ring1 | linear_combination -hE
  · -- below this energy every component of an eigenvector vanishes
    rintro μ ⟨v, hv, h⟩
    by_contra hlt
    have hlt' : μ < w - √(w ^ 2 + g ^ 2) := not_le.mp hlt
    have hd : 0 < (w - μ) ^ 2 - (w ^ 2 + g ^ 2) := by
      have := mul_pos (show 0 < w - μ - √(w ^ 2 + g ^ 2) by linarith)
        (show 0 < w - μ + √(w ^ 2 + g ^ 2) by linarith)
      nlinarith
    have hd' : 0 < (w - μ) ^ 2 - g ^ 2 := by linarith [sq_nonneg w]
    have e0 := congrFun h 0
    have e1 := congrFun h 1
    have e2 := congrFun h 2
    have e3 := congrFun h 3
    simp [hamiltonian, Matrix.mulVec, dotProduct, Fin.sum_univ_four] at e0 e1 e2 e3
    have v0 : v 0 = 0 := (mul_eq_zero.mp (show ((w - μ) ^ 2 - (w ^ 2 + g ^ 2)) * v 0 = 0 by
      linear_combination (2 * w - μ) * e0 - g * e3)).resolve_left hd.ne'
    have v3 : v 3 = 0 := (mul_eq_zero.mp (show ((w - μ) ^ 2 - (w ^ 2 + g ^ 2)) * v 3 = 0 by
      linear_combination -μ * e3 - g * e0)).resolve_left hd.ne'
    have v1 : v 1 = 0 := (mul_eq_zero.mp (show ((w - μ) ^ 2 - g ^ 2) * v 1 = 0 by
      linear_combination (w - μ) * e1 - g * e2)).resolve_left hd'.ne'
    have v2 : v 2 = 0 := (mul_eq_zero.mp (show ((w - μ) ^ 2 - g ^ 2) * v 2 = 0 by
      linear_combination (w - μ) * e2 - g * e1)).resolve_left hd'.ne'
    apply hv
    funext i
    fin_cases i
    exacts [v0, v1, v2, v3]

/-- For `2|g| < w` the positive RPA frequencies are exactly `√(w² + 2wg)` and `√(w² - 2wg)`. -/
theorem isRPAFrequency_iff {w g : ℝ} (hw : 0 < w) (hg : 2 * |g| < w) (Ω : ℝ) :
    IsRPAFrequency w g Ω ↔ Ω = √(w ^ 2 + 2 * w * g) ∨ Ω = √(w ^ 2 - 2 * w * g) := by
  obtain ⟨g1, g2⟩ := abs_lt.mp (show |g| < w / 2 by linarith)
  constructor
  · rintro ⟨hΩ, X, Y, hne, h1, h2⟩
    have a0 := congrFun h1 0
    have a1 := congrFun h1 1
    have b0 := congrFun h2 0
    have b1 := congrFun h2 1
    simp [rpaA, rpaB, dotProduct, Fin.sum_univ_two] at a0 a1 b0 b1
    by_cases hp : Ω ^ 2 = w ^ 2 + 2 * w * g
    · left
      rw [← hp, Real.sqrt_sq hΩ.le]
    by_cases hm : Ω ^ 2 = w ^ 2 - 2 * w * g
    · right
      rw [← hm, Real.sqrt_sq hΩ.le]
    exfalso
    -- the in-phase and out-of-phase combinations decouple
    have u : X 0 + X 1 + Y 0 + Y 1 = 0 := (mul_eq_zero.mp
      (show (Ω ^ 2 - (w ^ 2 + 2 * w * g)) * (X 0 + X 1 + Y 0 + Y 1) = 0 by
        linear_combination (-w) * (a0 + a1 + b0 + b1) - Ω * (a0 + a1 - b0 - b1))).resolve_left
      (sub_ne_zero.mpr hp)
    have d : X 0 + X 1 - Y 0 - Y 1 = 0 := (mul_eq_zero.mp
      (show w * (X 0 + X 1 - Y 0 - Y 1) = 0 by
        linear_combination a0 + a1 - b0 - b1 + Ω * u)).resolve_left hw.ne'
    have u' : X 0 - X 1 + Y 0 - Y 1 = 0 := (mul_eq_zero.mp
      (show (Ω ^ 2 - (w ^ 2 - 2 * w * g)) * (X 0 - X 1 + Y 0 - Y 1) = 0 by
        linear_combination (-w) * (a0 - a1 + b0 - b1) - Ω * (a0 - a1 - b0 + b1))).resolve_left
      (sub_ne_zero.mpr hm)
    have d' : X 0 - X 1 - Y 0 + Y 1 = 0 := (mul_eq_zero.mp
      (show w * (X 0 - X 1 - Y 0 + Y 1) = 0 by
        linear_combination a0 - a1 - b0 + b1 + Ω * u')).resolve_left hw.ne'
    have x0 : X 0 = 0 := by linarith
    have x1 : X 1 = 0 := by linarith
    have y0 : Y 0 = 0 := by linarith
    have y1 : Y 1 = 0 := by linarith
    rcases hne with h | h
    · apply h
      funext i
      fin_cases i
      exacts [x0, x1]
    · apply h
      funext i
      fin_cases i
      exacts [y0, y1]
  · rintro (h | h)
    · have hr : 0 < w ^ 2 + 2 * w * g := by
        nlinarith [mul_pos hw (show 0 < w + 2 * g by linarith)]
      have hΩ : 0 < Ω := by rw [h]; exact Real.sqrt_pos.mpr hr
      have hsq : Ω ^ 2 = w ^ 2 + 2 * w * g := by rw [h, Real.sq_sqrt hr.le]
      refine ⟨hΩ, ![w + Ω, w + Ω], ![w - Ω, w - Ω], Or.inl ?_, ?_, ?_⟩
      · intro h0
        have : w + Ω = 0 := congrFun h0 0
        linarith
      all_goals
        ext i
        fin_cases i <;> simp [rpaA, rpaB] <;> linear_combination -hsq
    · have hr : 0 < w ^ 2 - 2 * w * g := by
        nlinarith [mul_pos hw (show 0 < w - 2 * g by linarith)]
      have hΩ : 0 < Ω := by rw [h]; exact Real.sqrt_pos.mpr hr
      have hsq : Ω ^ 2 = w ^ 2 - 2 * w * g := by rw [h, Real.sq_sqrt hr.le]
      refine ⟨hΩ, ![w + Ω, -(w + Ω)], ![w - Ω, -(w - Ω)], Or.inl ?_, ?_, ?_⟩
      · intro h0
        have : w + Ω = 0 := congrFun h0 0
        linarith
      all_goals
        ext i
        fin_cases i <;> simp [rpaA, rpaB] <;>
          first | linear_combination -hsq | linear_combination hsq

/-- For `2|g| ≤ w` the exact energy minus the RPA energy is `g⁴` times an explicit
positive coefficient. -/
theorem rpa_error_factor {w g : ℝ} (hw : 0 < w) (hg : 2 * |g| ≤ w) :
    0 < errorCoeff w √(w ^ 2 + 2 * w * g) √(w ^ 2 - 2 * w * g) √(w ^ 2 + g ^ 2) ∧
    exactEnergy w g - rpaEnergy w g = g ^ 4 *
      errorCoeff w √(w ^ 2 + 2 * w * g) √(w ^ 2 - 2 * w * g) √(w ^ 2 + g ^ 2) := by
  obtain ⟨g1, g2⟩ := abs_le.mp (show |g| ≤ w / 2 by linarith)
  -- the algebra, for any nonnegative roots s, t, q
  have key : ∀ s t q : ℝ, 0 ≤ s → 0 ≤ t → 0 ≤ q → s ^ 2 = w ^ 2 + 2 * w * g →
      t ^ 2 = w ^ 2 - 2 * w * g → q ^ 2 = w ^ 2 + g ^ 2 →
      0 < errorCoeff w s t q ∧
        (w - q) - ((s + t) / 2 - w) = g ^ 4 * errorCoeff w s t q := by
    intro s t q hs0 ht0 hq0 hs ht hq
    have hP : 0 < s * t + w ^ 2 := by positivity
    have hS : 0 < (s + t) / 2 + w := by positivity
    have hQ : 0 < w + q := by positivity
    refine ⟨by unfold errorCoeff; positivity, ?_⟩
    have e0 : (w ^ 2 - s * t) * (s * t + w ^ 2) = 4 * w ^ 2 * g ^ 2 := by
      linear_combination -(t ^ 2) * hs - (w ^ 2 + 2 * w * g) * ht
    -- rationalise each difference of roots
    have e1 : q - w = g ^ 2 / (w + q) := by
      rw [eq_div_iff hQ.ne']
      linear_combination hq
    have e2 : w - (s + t) / 2 =
        2 * w ^ 2 * g ^ 2 / ((s * t + w ^ 2) * ((s + t) / 2 + w)) := by
      rw [eq_div_iff (mul_pos hP hS).ne']
      linear_combination e0 / 2 - (s * t + w ^ 2) / 4 * hs - (s * t + w ^ 2) / 4 * ht
    have e3 : w ^ 2 - s * t = 4 * w ^ 2 * g ^ 2 / (s * t + w ^ 2) := by
      rw [eq_div_iff hP.ne']
      exact e0
    calc (w - q) - ((s + t) / 2 - w) = (w - (s + t) / 2) - (q - w) := by ring
      _ = 2 * w ^ 2 * g ^ 2 / ((s * t + w ^ 2) * ((s + t) / 2 + w)) - g ^ 2 / (w + q) := by
        rw [e2, e1]
      _ = g ^ 2 * (2 * w ^ 2 * (q - w) + 2 * w ^ 2 * (w - (s + t) / 2)
            + ((s + t) / 2 + w) * (w ^ 2 - s * t))
            / ((s * t + w ^ 2) * ((s + t) / 2 + w) * (w + q)) := by
        rw [div_sub_div _ _ (mul_pos hP hS).ne' hQ.ne']
        congr 1
        ring
      _ = g ^ 4 * errorCoeff w s t q := by
        rw [e1, e2, e3]
        unfold errorCoeff
        ring
  have h := key _ _ _ (Real.sqrt_nonneg _) (Real.sqrt_nonneg _) (Real.sqrt_nonneg _)
    (Real.sq_sqrt (show 0 ≤ w ^ 2 + 2 * w * g by
      nlinarith [mul_nonneg hw.le (show 0 ≤ w + 2 * g by linarith)]))
    (Real.sq_sqrt (show 0 ≤ w ^ 2 - 2 * w * g by
      nlinarith [mul_nonneg hw.le (show 0 ≤ w - 2 * g by linarith)]))
    (Real.sq_sqrt (show 0 ≤ w ^ 2 + g ^ 2 by positivity))
  refine ⟨h.1, ?_⟩
  rw [← h.2]
  unfold exactEnergy rpaEnergy rpaA
  rw [Matrix.trace_fin_two_of]
  ring

/-- For every nonzero coupling with `2|g| ≤ w` the RPA energy lies strictly below the
exact energy. -/
theorem rpa_overbinds {w g : ℝ} (hw : 0 < w) (hg : 2 * |g| ≤ w) (h0 : g ≠ 0) :
    rpaEnergy w g < exactEnergy w g := by
  obtain ⟨hpos, heq⟩ := rpa_error_factor hw hg
  have h4 : 0 < g ^ 4 := by positivity
  linarith [mul_pos h4 hpos]

/-- The exact energy minus the RPA energy, divided by `g⁴`, tends to `3/(4w³)` as the
coupling `g` tends to zero through nonzero values. -/
theorem rpa_error_fourth_order {w : ℝ} (hw : 0 < w) :
    Tendsto (fun g : ℝ => (exactEnergy w g - rpaEnergy w g) / g ^ 4) (𝓝[≠] 0)
      (𝓝 (3 / (4 * w ^ 3))) := by
  -- the coefficient is continuous because its denominators never vanish
  have cP : Continuous fun g : ℝ =>
      √(w ^ 2 + 2 * w * g) * √(w ^ 2 - 2 * w * g) + w ^ 2 := by fun_prop
  have cS : Continuous fun g : ℝ =>
      (√(w ^ 2 + 2 * w * g) + √(w ^ 2 - 2 * w * g)) / 2 + w := by fun_prop
  have cQ : Continuous fun g : ℝ => w + √(w ^ 2 + g ^ 2) := by fun_prop
  have hP : ∀ g : ℝ, √(w ^ 2 + 2 * w * g) * √(w ^ 2 - 2 * w * g) + w ^ 2 ≠ 0 :=
    fun g => by positivity
  have hS : ∀ g : ℝ, (√(w ^ 2 + 2 * w * g) + √(w ^ 2 - 2 * w * g)) / 2 + w ≠ 0 :=
    fun g => by positivity
  have hQ : ∀ g : ℝ, w + √(w ^ 2 + g ^ 2) ≠ 0 := fun g => by positivity
  have hc : Continuous fun g : ℝ =>
      errorCoeff w √(w ^ 2 + 2 * w * g) √(w ^ 2 - 2 * w * g) √(w ^ 2 + g ^ 2) := by
    unfold errorCoeff
    exact (continuous_const.mul (((continuous_const.div cQ hQ).add
      (continuous_const.div (cP.mul cS) fun g => mul_ne_zero (hP g) (hS g))).add
      ((continuous_const.mul cS).div cP hP))).div ((cP.mul cS).mul cQ)
      fun g => mul_ne_zero (mul_ne_zero (hP g) (hS g)) (hQ g)
  have hval : errorCoeff w √(w ^ 2 + 2 * w * 0) √(w ^ 2 - 2 * w * 0) √(w ^ 2 + 0 ^ 2)
      = 3 / (4 * w ^ 3) := by
    have r1 : √(w ^ 2 + 2 * w * 0) = w := by rw [mul_zero, add_zero, Real.sqrt_sq hw.le]
    have r2 : √(w ^ 2 - 2 * w * 0) = w := by rw [mul_zero, sub_zero, Real.sqrt_sq hw.le]
    have r3 : √(w ^ 2 + 0 ^ 2) = w := by
      rw [show w ^ 2 + (0 : ℝ) ^ 2 = w ^ 2 by ring, Real.sqrt_sq hw.le]
    rw [r1, r2, r3]
    unfold errorCoeff
    rw [show (w + w) / 2 + w = 2 * w by ring, show w * w + w ^ 2 = 2 * w ^ 2 by ring,
      show w + w = 2 * w by ring]
    field_simp <;> ring
  have ht := (hc.tendsto 0).mono_left (nhdsWithin_le_nhds (s := {(0 : ℝ)}ᶜ))
  rw [hval] at ht
  refine ht.congr' ?_
  filter_upwards [self_mem_nhdsWithin,
    nhdsWithin_le_nhds (Metric.ball_mem_nhds (0 : ℝ) (half_pos hw))] with g h0 hb
  have h0' : g ≠ 0 := h0
  rw [Metric.mem_ball, Real.dist_eq, sub_zero] at hb
  rw [(rpa_error_factor hw (show 2 * |g| ≤ w by linarith)).2,
    mul_div_cancel_left₀ _ (pow_ne_zero 4 h0')]

end

end TwoFragmentRPA
```

```lean
#print axioms TwoFragmentRPA.exactEnergy_isLeast
-- 'TwoFragmentRPA.exactEnergy_isLeast' depends on axioms: [propext, Classical.choice, Quot.sound]
#print axioms TwoFragmentRPA.isRPAFrequency_iff
-- 'TwoFragmentRPA.isRPAFrequency_iff' depends on axioms: [propext, Classical.choice, Quot.sound]
#print axioms TwoFragmentRPA.rpa_overbinds
-- 'TwoFragmentRPA.rpa_overbinds' depends on axioms: [propext, Classical.choice, Quot.sound]
#print axioms TwoFragmentRPA.rpa_error_fourth_order
-- 'TwoFragmentRPA.rpa_error_fourth_order' depends on axioms: [propext, Classical.choice, Quot.sound]
```

### How the proof follows the calculation

For the exact energy, the file supplies the eigenvector (E − 2w, 0, 0, g); the normalised state is this vector divided by √((E − 2w)² + g²). For any μ below E, both blocks of the Hamiltonian have a positive determinant once μ is subtracted from their diagonal entries. `linear_combination` combines the eigenvalue equations into "determinant times component equals zero", so every component vanishes.

`isRPAFrequency_iff` uses the in-phase and out-of-phase combinations in the same way: if Ω² is neither of the two values, X and Y are zero. Conversely, it exhibits X = (w + Ω)(1, ±1) and Y = (w − Ω)(1, ±1). Dividing both by √(8wΩ) gives the usual normalisation X·X − Y·Y = 1.

In `rpa_error_factor`, the auxiliary claim `key` treats s, t and q as nonnegative numbers with known squares. Its steps `e1`, `e2` and `e3` are the rationalised differences, the `calc` block assembles g⁴C, and `positivity` gives the sign of C, which is `errorCoeff` in the file. `rpa_overbinds` follows at once.

For the limit, `hc` proves that C is continuous and `hval` evaluates it at g = 0. The last lines restrict to 0 < |g| < w/2, where the quotient (E − R)/g⁴ equals C.

### Beyond the stability range the formal inequality can fail

Without the bound 2|g| ≤ w, `rpa_overbinds` is false. Take w = 1 and g = 4. Then w² − 2wg = −7, so one RPA mode is unstable and has no real frequency. Lean's square root returns 0 there, which makes `rpaEnergy` equal to 3/2 − 1 = 1/2, while the exact energy 1 − √17 is negative.
